# Photon exchange on a circular worldline gives exp(πα) after perimeter subtraction

## Two opposite points on a circle

Let the worldline of a charge be a circle of radius $R$ in Euclidean spacetime, traversed at unit angular speed. At two opposite points the velocities are antiparallel and have length $R$, so their inner product is $-R^2$. The squared distance between the points is $4R^2$. The ratio, which sets the strength of photon exchange between them, is $-1/4$, and the radius has cancelled.

The same cancellation occurs for every pair of distinct points. Nearby points have almost parallel velocities and a small separation, so they contribute a large positive amount. What remains after this short-distance divergence is subtracted is a pure number.

## A charged loop exchanging photons with itself

In the worldline description of scalar QED, where the charged particle has no spin, a virtual charged particle is a closed path $x(t)$ in Euclidean spacetime. Averaging over the free photon field in Feynman gauge multiplies the weight of the path by

$$\exp\left(-\frac{e^2}{8\pi^2}\oint\oint \frac{\langle x'(t),x'(s)\rangle}{\|x(t)-x(s)\|^2}\,dt\,ds\right).$$

Here $e$ is the charge, in units with $\hbar=c=1$ and $\alpha=e^2/(4\pi)$. The inverse square comes from the four-dimensional photon propagator $1/(4\pi^2 r^2)$ at separation $r$, and a factor $1/2$ avoids counting pairs twice. The double integral diverges at coincident points, so pairs closer than an arc length $a$ are left out.

For the circle, the divergence is twice the perimeter divided by $a$. Once it is subtracted, the weight tends to $\exp(\pi\alpha)$ for every $R>0$.

## The circle, its kernel and the cutoff in Lean

The loop is `circleLoop R`, a map from the real parameter into `EuclideanSpace ℝ (Fin 2)`. This is the plane in four-dimensional spacetime that contains the circle. `photonKernel x t s` is the integrand above, with velocities given by `deriv`. Despite its name it is not the propagator: it includes the velocities and omits $1/(4\pi^2)$. Likewise, `selfInteraction R a` is the cut-off double integral without the coefficient $e^2/(8\pi^2)$.

The theorems state the following, for $R>0$.

- `photonKernel_circle`: if $\sin((t-s)/2)\neq 0$, the two points are distinct and the kernel is $\cos(t-s)/(4\sin^2((t-s)/2))$.
- `integral_photonKernel`: for an angular cutoff $0<\varepsilon\le\pi$ and any base point $s$, the integral over $t$ from $s+\varepsilon$ to $s+2\pi-\varepsilon$ is $\cot(\varepsilon/2)-\pi+\varepsilon$. At $\varepsilon=\pi$ the interval is a single point and the formula gives zero.
- `tendsto_integral_photonKernel`: subtracting $2/\varepsilon$ gives the limit $-\pi$.
- `tendsto_selfInteraction`: the double integral minus $2(2\pi R)/a$ tends to $-2\pi^2$.
- `tendsto_photon_weight`: for any real `e`, the exponential weight with this subtraction tends to $\exp(\pi\alpha)$, with $\alpha$ written out as `e ^ 2 / (4 * π)`.

The limits are taken through positive cutoffs, which is the meaning of `𝓝[>] 0`.

The coefficient $e^2/(8\pi^2)$ is put in from the Feynman-gauge propagator, not derived. Reading the perimeter subtraction as a renormalization of the particle's mass is a physical interpretation, not part of the theorems. The path is a fixed circle: fluctuations of its shape and further charged loops are absent.

## Half-angles, a cotangent and its pole

The velocity is $x'(t)=R(-\sin t,\cos t)$. With $u=t-s$,

$$\langle x'(t),x'(s)\rangle=R^2(\sin t\sin s+\cos t\cos s)=R^2\cos u,$$

$$\|x(t)-x(s)\|^2=R^2(2-2\cos u)=4R^2\sin^2(u/2).$$

Dividing, and using $\cos u=1-2\sin^2(u/2)$, gives

$$\frac{\cos u}{4\sin^2(u/2)}=\frac{1}{4\sin^2(u/2)}-\frac12 .$$

Since the derivative of $\cot(u/2)$ is $-1/(2\sin^2(u/2))$, an antiderivative is $-\tfrac12\cot(u/2)-\tfrac{u}{2}$. At the upper end $u=2\pi-\varepsilon$ we have $\cot(\pi-\varepsilon/2)=-\cot(\varepsilon/2)$. The integral is therefore

$$\left(\tfrac12\cot\tfrac{\varepsilon}{2}-\pi+\tfrac{\varepsilon}{2}\right)-\left(-\tfrac12\cot\tfrac{\varepsilon}{2}-\tfrac{\varepsilon}{2}\right)=\cot\tfrac{\varepsilon}{2}-\pi+\varepsilon .$$

To remove the cutoff, compare the cotangent with its pole:

$$\cot x-\frac1x=\frac{x\cos x-\sin x}{x\sin x}.$$

For $0<x\le1$, the bounds $1-x^2/2\le\cos x\le1$ and $x-x^3/4<\sin x\le x$ place the numerator between $-x^3/2$ and $x^3/4$. They also give $\sin x\ge 3x/4$, so the denominator is at least $3x^2/4$. Hence $|\cot x-1/x|\le x$. Setting $x=\varepsilon/2$ shows that $\cot(\varepsilon/2)-2/\varepsilon\to0$, which leaves $-\pi$.

The inner integral does not depend on $s$, so integrating over $s$ multiplies it by $2\pi$. An arc length $a$ corresponds to $\varepsilon=a/R$, so

$$2\pi\left(\cot\frac{a}{2R}-\pi+\frac{a}{R}\right)-\frac{4\pi R}{a}\longrightarrow-2\pi^2 .$$

Multiplying by $-e^2/(8\pi^2)$ gives $e^2/4=\pi\alpha$, and continuity of the exponential gives the weight.

## Pair creation in a weak electric field

In a constant electric field of strength $E$, with $e,E>0$ and particle mass $m$, take a circular path in the plane of Euclidean time and the field direction, traversed in the sense that makes the field term positive. It has weight $\exp(-2\pi mR+\pi eER^2)$ before photon exchange. The exponent is stationary at $R=m/(eE)$, where it equals $-\pi m^2/(eE)$.

Photon exchange adds the divergent term $-e^2(2\pi R)/(4\pi^2a)$ to the exponent. It is proportional to the perimeter. With photon exchange included, the path weight starts from a bare mass $m_0$ in place of $m$, and the divergent term is absorbed by identifying the physical mass as $m=m_0+e^2/(4\pi^2a)$. The finite remainder $\pi\alpha$ does not depend on $R$, so it does not move the stationary radius. In this approximation, with a single charged loop in a weak field, the exponential factor in the pair-creation rate becomes

$$\exp\left(-\frac{\pi m^2}{eE}+\pi\alpha\right).$$

This application rests on the stationary-path argument just given; the Lean theorems supply only the circle's photon factor.

## From the chord to the exponential in Lean

```lean
import Mathlib

open Filter Topology Real

namespace WorldlineCircle

noncomputable section

/-- The circular worldline of radius `R` in the Euclidean plane. -/
def circleLoop (R t : ℝ) : EuclideanSpace ℝ (Fin 2) := !₂[R * cos t, R * sin t]

/-- The photon-exchange kernel between the points `t` and `s` of a differentiable planar worldline
`x`, for parameters with `x t ≠ x s`. -/
def photonKernel (x : ℝ → EuclideanSpace ℝ (Fin 2)) (t s : ℝ) : ℝ :=
  inner ℝ (deriv x t) (deriv x s) / ‖x t - x s‖ ^ 2

/-- The double loop integral of the photon kernel over the circle of radius `R > 0`, leaving out
pairs of points closer than the arc length `a`, for `0 < a ≤ π R`. -/
def selfInteraction (R a : ℝ) : ℝ :=
  ∫ s in (0 : ℝ)..(2 * π), ∫ t in (s + a / R)..(s + 2 * π - a / R),
    photonKernel (circleLoop R) t s

/-- The half-angle formula for the cosine. -/
theorem cos_eq_half_angle (u : ℝ) : cos u = 1 - 2 * sin (u / 2) ^ 2 := by
  have h := cos_two_mul (u / 2)
  have h' := sin_sq_add_cos_sq (u / 2)
  rw [show 2 * (u / 2) = u by ring] at h
  linarith

/-- The velocity of the circular worldline is `R (-sin t, cos t)`. -/
theorem hasDerivAt_circleLoop (R t : ℝ) :
    HasDerivAt (circleLoop R) (!₂[-(R * sin t), R * cos t] : EuclideanSpace ℝ (Fin 2)) t := by
  have h := (((hasDerivAt_cos t).const_mul R).smul_const
    (!₂[(1 : ℝ), 0] : EuclideanSpace ℝ (Fin 2))).fun_add
    (((hasDerivAt_sin t).const_mul R).smul_const
    (!₂[(0 : ℝ), 1] : EuclideanSpace ℝ (Fin 2)))
  have hf : circleLoop R = fun u => (R * cos u) • (!₂[(1 : ℝ), 0] : EuclideanSpace ℝ (Fin 2))
      + (R * sin u) • (!₂[(0 : ℝ), 1] : EuclideanSpace ℝ (Fin 2)) := by
    funext u
    ext i
    fin_cases i <;> simp [circleLoop]
  have hv : (!₂[-(R * sin t), R * cos t] : EuclideanSpace ℝ (Fin 2))
      = (R * -sin t) • (!₂[(1 : ℝ), 0] : EuclideanSpace ℝ (Fin 2))
      + (R * cos t) • (!₂[(0 : ℝ), 1] : EuclideanSpace ℝ (Fin 2)) := by
    ext i
    fin_cases i <;> simp
  rw [hf, hv]
  exact h

/-- The squared chord between two points of the circle is `4 R² sin²((t - s)/2)`. -/
theorem chord_sq (R t s : ℝ) :
    ‖circleLoop R t - circleLoop R s‖ ^ 2 = 4 * R ^ 2 * sin ((t - s) / 2) ^ 2 := by
  have h := cos_eq_half_angle (t - s)
  rw [cos_sub] at h
  have h2 : ‖circleLoop R t - circleLoop R s‖ ^ 2
      = (R * cos t - R * cos s) ^ 2 + (R * sin t - R * sin s) ^ 2 := by
    simp [EuclideanSpace.norm_sq_eq, Fin.sum_univ_two, circleLoop]
  rw [h2]
  linear_combination R ^ 2 * sin_sq_add_cos_sq t + R ^ 2 * sin_sq_add_cos_sq s - 2 * R ^ 2 * h

/-- For `R > 0` and parameters that do not differ by a multiple of `2π`, the two points of the
circle are distinct and the photon kernel between them is `cos(t - s) / (4 sin²((t - s)/2))`. -/
theorem photonKernel_circle {R t s : ℝ} (hR : 0 < R) (hS : sin ((t - s) / 2) ≠ 0) :
    circleLoop R t ≠ circleLoop R s ∧
      photonKernel (circleLoop R) t s = cos (t - s) / (4 * sin ((t - s) / 2) ^ 2) := by
  constructor
  · intro h
    have h1 := chord_sq R t s
    rw [h, sub_self, norm_zero] at h1
    have h2 : 0 < 4 * R ^ 2 * sin ((t - s) / 2) ^ 2 := by positivity
    linarith
  · have hin : inner ℝ (!₂[-(R * sin t), R * cos t] : EuclideanSpace ℝ (Fin 2))
        (!₂[-(R * sin s), R * cos s] : EuclideanSpace ℝ (Fin 2)) = R ^ 2 * cos (t - s) := by
      rw [cos_sub]
      simp [PiLp.inner_apply, Fin.sum_univ_two]
      ring
    unfold photonKernel
    rw [(hasDerivAt_circleLoop R t).deriv, (hasDerivAt_circleLoop R s).deriv, hin, chord_sq,
      show 4 * R ^ 2 * sin ((t - s) / 2) ^ 2 = R ^ 2 * (4 * sin ((t - s) / 2) ^ 2) by ring,
      mul_div_mul_left _ _ (pow_ne_zero 2 hR.ne')]

/-- For `R > 0` and an angular cutoff `0 < ε ≤ π`, the photon kernel integrated over the circle
outside the cutoff is `cot(ε/2) - π + ε`. -/
theorem integral_photonKernel {R ε : ℝ} (hR : 0 < R) (s : ℝ) (h0 : 0 < ε) (h1 : ε ≤ π) :
    ∫ t in (s + ε)..(s + 2 * π - ε), photonKernel (circleLoop R) t s
      = cot (ε / 2) - π + ε := by
  have hne : ∀ t ∈ Set.uIcc (s + ε) (s + 2 * π - ε), sin ((t - s) / 2) ≠ 0 := by
    intro t ht
    rw [Set.uIcc_of_le (by linarith)] at ht
    exact (sin_pos_of_pos_of_lt_pi (by linarith [ht.1]) (by linarith [ht.2])).ne'
  rw [intervalIntegral.integral_congr
    (g := fun t => cos (t - s) / (4 * sin ((t - s) / 2) ^ 2))
    (fun t ht => (photonKernel_circle hR (hne t ht)).2)]
  -- the antiderivative is `-cot((t - s)/2)/2 - t/2`
  have hd : ∀ t ∈ Set.uIcc (s + ε) (s + 2 * π - ε),
      HasDerivAt (fun t => -(1 / 2) * (cos ((t - s) / 2) / sin ((t - s) / 2)) - t / 2)
        (cos (t - s) / (4 * sin ((t - s) / 2) ^ 2)) t := by
    intro t ht
    have hu : HasDerivAt (fun t : ℝ => (t - s) / 2) (1 / 2) t :=
      ((hasDerivAt_id' t).sub_const s).div_const 2
    have hq : HasDerivAt (fun t => cos ((t - s) / 2) / sin ((t - s) / 2))
        (-(1 / 2) / sin ((t - s) / 2) ^ 2) t := by
      refine (hu.cos.fun_div hu.sin (hne t ht)).congr_deriv ?_
      congr 1
      linear_combination (-(1 / 2)) * sin_sq_add_cos_sq ((t - s) / 2)
    refine ((hq.const_mul (-(1 / 2))).fun_sub ((hasDerivAt_id' t).div_const 2)).congr_deriv ?_
    have hi := mul_inv_cancel₀ (pow_ne_zero 2 (hne t ht))
    rw [cos_eq_half_angle (t - s)]
    linear_combination (1 / 2) * hi
  have hint : IntervalIntegrable (fun t => cos (t - s) / (4 * sin ((t - s) / 2) ^ 2))
      MeasureTheory.volume (s + ε) (s + 2 * π - ε) := by
    apply ContinuousOn.intervalIntegrable
    exact ContinuousOn.div (by fun_prop) (by fun_prop)
      (fun t ht => mul_ne_zero (by norm_num) (pow_ne_zero 2 (hne t ht)))
  rw [intervalIntegral.integral_eq_sub_of_hasDerivAt hd hint]
  have e1 : (s + 2 * π - ε - s) / 2 = π - ε / 2 := by ring
  have e2 : (s + ε - s) / 2 = ε / 2 := by ring
  simp only [e1, e2, cos_pi_sub, sin_pi_sub, cot_eq_cos_div_sin]
  ring

/-- For `0 < x ≤ 1` the cotangent differs from its pole `1/x` by at most `x`. -/
theorem abs_cot_sub_inv_le {x : ℝ} (hx : 0 < x) (h1 : x ≤ 1) : |cot x - 1 / x| ≤ x := by
  have hs : 0 < sin x := sin_pos_of_pos_of_lt_pi hx (by linarith [pi_gt_three])
  have hlow : x - x ^ 3 / 4 < sin x := by
    linarith [sin_gt_sub_cube hx, pow_pos hx 3]
  have hup : sin x ≤ x := sin_le hx.le
  have hx3 : 0 < x ^ 3 := by positivity
  have hcube : x ^ 3 ≤ x := by nlinarith [mul_nonneg hx.le (sub_nonneg.2 h1)]
  have hc1 : cos x * x ≤ 1 * x := mul_le_mul_of_nonneg_right (cos_le_one x) hx.le
  have hc2 : (1 - x ^ 2 / 2) * x ≤ cos x * x :=
    mul_le_mul_of_nonneg_right one_sub_sq_div_two_le_cos hx.le
  have hden : x ^ 2 * (3 / 4 * x) ≤ x ^ 2 * sin x :=
    mul_le_mul_of_nonneg_left (by linarith) (sq_nonneg x)
  rw [cot_eq_cos_div_sin, div_sub_div _ _ hs.ne' hx.ne', abs_div,
    abs_of_pos (mul_pos hs hx), div_le_iff₀ (mul_pos hs hx), abs_le]
  constructor <;> nlinarith

/-- For `R > 0`, the cut-off integral of the photon kernel minus its divergence `2/ε` tends
to `-π` as the angular cutoff is removed. -/
theorem tendsto_integral_photonKernel {R : ℝ} (hR : 0 < R) (s : ℝ) :
    Tendsto (fun ε => (∫ t in (s + ε)..(s + 2 * π - ε), photonKernel (circleLoop R) t s) - 2 / ε)
      (𝓝[>] 0) (𝓝 (-π)) := by
  have hid : Tendsto (fun ε : ℝ => ε) (𝓝[>] 0) (𝓝 0) := tendsto_nhdsWithin_of_tendsto_nhds tendsto_id
  have hcot : Tendsto (fun ε : ℝ => cot (ε / 2) - 2 / ε) (𝓝[>] 0) (𝓝 0) := by
    refine squeeze_zero_norm' ?_ hid
    filter_upwards [Ioo_mem_nhdsGT (zero_lt_one' ℝ)] with ε hε
    have h := abs_cot_sub_inv_le (x := ε / 2) (by linarith [hε.1]) (by linarith [hε.2])
    rw [one_div_div] at h
    rw [Real.norm_eq_abs]
    linarith [hε.1]
  have h := (hcot.add hid).add_const (-π)
  rw [add_zero, zero_add] at h
  refine h.congr' ?_
  filter_upwards [Ioo_mem_nhdsGT pi_pos] with ε hε
  rw [integral_photonKernel hR s hε.1 hε.2.le]
  ring

/-- For `R > 0`, the double loop integral minus twice the perimeter over the arc-length cutoff
tends to `-2π²` as the cutoff is removed. -/
theorem tendsto_selfInteraction {R : ℝ} (hR : 0 < R) :
    Tendsto (fun a => selfInteraction R a - 2 * (2 * π * R) / a) (𝓝[>] 0)
      (𝓝 (-(2 * π ^ 2))) := by
  have hmap : Tendsto (fun a : ℝ => a / R) (𝓝[>] 0) (𝓝[>] 0) := by
    refine tendsto_nhdsWithin_iff.2 ⟨?_, ?_⟩
    · have h : Tendsto (fun a : ℝ => a / R) (𝓝 0) (𝓝 (0 / R)) := tendsto_id.div_const R
      rw [zero_div] at h
      exact tendsto_nhdsWithin_of_tendsto_nhds h
    · filter_upwards [self_mem_nhdsWithin] with a ha
      exact div_pos ha hR
  have h := ((tendsto_integral_photonKernel hR 0).comp hmap).const_mul (2 * π)
  rw [show 2 * π * -π = -(2 * π ^ 2) by ring] at h
  refine h.congr' ?_
  filter_upwards [Ioo_mem_nhdsGT (mul_pos pi_pos hR)] with a ha
  have h0 : 0 < a / R := div_pos ha.1 hR
  have h1 : a / R ≤ π := (div_le_iff₀ hR).2 ha.2.le
  -- every base point contributes the same amount
  have hW : selfInteraction R a = 2 * π * (cot (a / R / 2) - π + a / R) := by
    unfold selfInteraction
    simp_rw [fun s => integral_photonKernel hR s h0 h1]
    rw [intervalIntegral.integral_const, smul_eq_mul, sub_zero]
  rw [hW, Function.comp_apply, integral_photonKernel hR 0 h0 h1, div_div_eq_mul_div]
  ring

/-- For a circular worldline of radius `R > 0` and charge `e`, the photon-exchange weight with
the perimeter divergence subtracted tends to `exp(π α)`, where `α = e²/(4π)`. -/
theorem tendsto_photon_weight {R : ℝ} (hR : 0 < R) (e : ℝ) :
    Tendsto (fun a => exp (-(e ^ 2 / (8 * π ^ 2)) *
        (selfInteraction R a - 2 * (2 * π * R) / a)))
      (𝓝[>] 0) (𝓝 (exp (π * (e ^ 2 / (4 * π))))) := by
  have hp : π * π⁻¹ = 1 := mul_inv_cancel₀ pi_ne_zero
  have hval : -(e ^ 2 / (8 * π ^ 2)) * -(2 * π ^ 2) = π * (e ^ 2 / (4 * π)) := by
    linear_combination (e ^ 2 / 4 * π * π⁻¹) * hp
  rw [← hval]
  exact (continuous_exp.tendsto _).comp ((tendsto_selfInteraction hR).const_mul _)

end

end WorldlineCircle
```

```lean
#print axioms WorldlineCircle.tendsto_photon_weight
```

```
'WorldlineCircle.tendsto_photon_weight' depends on axioms: [propext, Classical.choice, Quot.sound]
```

`hasDerivAt_circleLoop` writes the circle as a combination of two fixed unit vectors and differentiates the coefficients. `chord_sq` expands the squared norm into coordinates, and its `linear_combination` step combines $\sin^2+\cos^2=1$ at both points with `cos_eq_half_angle`.

In `photonKernel_circle`, coincident points would make the squared chord zero, although it is positive under the hypotheses. This gives distinctness. The second half computes the inner product and cancels $R^2$ from numerator and denominator.

`integral_photonKernel` first shows, in `hne`, that the half-angle stays strictly between $0$ and $\pi$, so its sine never vanishes on the interval. The kernel can then be replaced by its trigonometric form. The step `hd` differentiates the antiderivative, written with $t/2$ in place of $u/2$, which changes it only by a constant. `hint` obtains integrability from continuity. The fundamental theorem of calculus and the reflection formulas at $\pi-\varepsilon/2$ finish the evaluation.

`abs_cot_sub_inv_le` is the bound on the cotangent. After the fractions are combined and the positive denominator is cleared, `nlinarith` assembles the sine and cosine estimates. `tendsto_integral_photonKernel` squeezes the difference from the pole to zero, then transfers the limit to the integral, because the closed formula holds for all sufficiently small positive cutoffs.

In `tendsto_selfInteraction`, `hmap` records that $a/R$ tends to zero through positive values, and `hW` evaluates the outer integral of a constant. `tendsto_photon_weight` checks the coefficient in `hval` and composes the limit with the continuous exponential.
